# For nonzero viscosity coefficients, the viscoelastic stress of a differentiable velocity field on $\mathbb{R}^d$ vanishes everywhere exactly when the motion is rigid

## An electron liquid that moves without deforming

Suppose an electron liquid is driven by a time-dependent field. If the whole liquid sways back and forth or turns about an axis, neighbouring elements keep their distances. If it is squeezed or sheared, they do not, and the liquid responds with internal stresses. In time-dependent current density functional theory, the Vignale–Kohn functional describes part of the exchange-correlation response by such a stress, built from the gradient of the velocity field. Which velocity fields produce no stress at all?

Let $u:\mathbb{R}^d\to\mathbb{R}^d$ be the velocity field, with $d\ge 1$, and let $G_{ij}=\partial_j u_i$ be its gradient at a point. The stress there is

$$\sigma=\eta\left(G+G^T-\tfrac{2}{d}\,\mathrm{Tr}(G)\,I\right)+\zeta\,\mathrm{Tr}(G)\,I .$$

The complex number $\eta$ measures the response to a change of shape, and $\zeta$ the response to a change of volume. At a given frequency, the real part of each coefficient describes viscous friction and the imaginary part an elastic response. Requiring $\eta\neq0$ and $\zeta\neq0$ means that both kinds of deformation produce a stress, whether viscous, elastic or both.

## The statement and its terms in Lean

For nonzero $\eta$ and $\zeta$ and a differentiable $u$, the stress vanishes at every point if and only if $u(x)=c+Gx$ with a constant vector $c$ and a constant antisymmetric matrix $G$. This is `stress_vanishes_iff_isRigid`. If $u$ is already known to be affine, its gradient is the same everywhere, and zero stress at one point suffices; this is `affine_stress_eq_zero_iff`.

The terms correspond to the physics as follows.

- Positions and velocities have type `Fin d → ℝ`, and `[NeZero d]` says that $d\ge1$.
- `velocityGradient u x` is the matrix of the derivative of $u$ at $x$, with the row index for the velocity component and the column index for the direction of differentiation.
- `shear G` is the real traceless tensor in the first bracket of $\sigma$. `stress η ζ G` is the full complex matrix.
- `IsRigid u` says that some $c$ and some $G$ with $G^T=-G$ give $u(x)=c+Gx$ for all $x$.
- `Differentiable ℝ u` is a real restriction: Lean assigns the derivative zero wherever none exists, so without this hypothesis a rough field could appear stress-free.

In one dimension an antisymmetric matrix is zero, and the rigid fields are the uniform translations.

The model is restricted in several ways. The velocity is real, whereas a Fourier amplitude at fixed frequency may be complex. The field fills all of $\mathbb{R}^d$, with no boundary. The coefficients are given numbers, the same at every point, and are not computed from the density of an electron gas. Finally, the statement concerns the stress and not the force, which involves its divergence: an affine deformation has constant stress, and hence zero divergence, without being rigid.

Within these limits, and for nonzero $\eta$ and $\zeta$, a current functional with this stress tensor adds no viscoelastic stress to a rigid motion and some stress to every other differentiable motion.

## From zero stress to an antisymmetric gradient

Take the trace of the shear tensor:

$$\mathrm{Tr}\left(G+G^T-\tfrac2d\mathrm{Tr}(G)I\right)=2\,\mathrm{Tr}\,G-\tfrac2d\,\mathrm{Tr}(G)\,d=0 .$$

Only the volume term contributes to the trace of the stress, so $\mathrm{Tr}\,\sigma=d\,\zeta\,\mathrm{Tr}\,G$. If $\sigma=0$, then $\mathrm{Tr}\,G=0$, because $d\zeta\neq0$. What remains is $\eta(G+G^T)=0$, and since $\eta\neq0$, $G^T=-G$.

Conversely, let $G^T=-G$. Taking traces gives $\mathrm{Tr}\,G=-\mathrm{Tr}\,G$, so $\mathrm{Tr}\,G=0$. Both terms of $\sigma$ then vanish.

## From an antisymmetric gradient to a rigid field

The gradient may still vary from point to point, so it remains to show that it is constant. Write $G(z)$ for the gradient at $z$. For any vector $w$,

$$w\cdot G(z)w=w\cdot G(z)^Tw=-\,w\cdot G(z)w,$$

so $w\cdot G(z)w=0$: no direction is stretched. Now fix two points $x$ and $y$, put $w=x-y$, and follow the velocity component along the line joining them, $f(t)=u(y+tw)\cdot w$. By the chain rule,

$$f'(t)=w\cdot G(y+tw)\,w=0 .$$

Hence $f(1)=f(0)$, which is

$$(u(x)-u(y))\cdot(x-y)=0 .$$

The left side is half the rate of change of the squared distance between two particles now at $x$ and $y$. All distances are instantaneously preserved.

Next set $v(x)=u(x)-u(0)$. Choosing $y=0$ gives $v(x)\cdot x=0$ for every $x$. Expanding the relation for general $x$ and $y$,

$$0=v(x)\cdot x-v(x)\cdot y-v(y)\cdot x+v(y)\cdot y,$$

and the first and last terms are zero, so

$$v(x)\cdot y+v(y)\cdot x=0 .$$

Let $e_i$ be the $i$-th unit vector and take $y=e_i$. Then

$$v_i(x)=-v(e_i)\cdot x=\sum_j G_{ij}x_j,\qquad G_{ij}=-v_j(e_i).$$

Thus $v$ is linear, with a constant matrix $G$. Taking $x=e_i$ and $y=e_j$ gives $v_j(e_i)+v_i(e_j)=0$, which says $G_{ij}=-G_{ji}$. With $c=u(0)$ we have $u(x)=c+Gx$, a rigid field. No second derivative of $u$ was used.

For the converse, the gradient of $c+Gx$ is $G$ at every point, and an antisymmetric $G$ gives zero stress.

## A deformation and a rotation in the plane

Take $d=2$, $\eta=1+i$, $\zeta=2i$ in arbitrary units, and

$$G=\begin{pmatrix}1&2\\0&3\end{pmatrix}.$$

Here $\mathrm{Tr}\,G=4$, and the shear tensor is

$$\begin{pmatrix}2&2\\2&6\end{pmatrix}-4I=\begin{pmatrix}-2&2\\2&2\end{pmatrix}.$$

The volume term is $\zeta\,\mathrm{Tr}(G)\,I=8i\,I$, so

$$\sigma=\begin{pmatrix}-2+6i&2+2i\\2+2i&2+10i\end{pmatrix}.$$

Its trace is $16i$, in agreement with $d\,\zeta\,\mathrm{Tr}\,G=2\cdot2i\cdot4$.

The rotation $u(a,b)=(-b,a)$ has an antisymmetric gradient and no stress. At the points $(1,2)$ and $(4,6)$ the velocities are $(-2,1)$ and $(-6,4)$. Their difference $(4,-3)$ is orthogonal to the separation $(-3,-4)$.

## The complete Lean file

```lean
import Mathlib

open Matrix

namespace ViscoelasticStress

noncomputable section

variable {d : ℕ}

/-- The velocity gradient `G i j = ∂_j u_i` of a velocity field `u` at the point `x`,
for `u` differentiable at `x`. -/
def velocityGradient (u : (Fin d → ℝ) → (Fin d → ℝ)) (x : Fin d → ℝ) :
    Matrix (Fin d) (Fin d) ℝ :=
  LinearMap.toMatrix' (fderiv ℝ u x : (Fin d → ℝ) →ₗ[ℝ] (Fin d → ℝ))

/-- The shear tensor `G + Gᵀ - (2/d) Tr(G) I` of a velocity gradient in dimension `d ≥ 1`. -/
def shear (G : Matrix (Fin d) (Fin d) ℝ) : Matrix (Fin d) (Fin d) ℝ :=
  G + Gᵀ - (2 / (d : ℝ) * G.trace) • (1 : Matrix (Fin d) (Fin d) ℝ)

/-- The viscoelastic stress `η (G + Gᵀ - (2/d) Tr(G) I) + ζ Tr(G) I` in dimension `d ≥ 1`,
with complex viscosity coefficients `η` and `ζ`. -/
def stress (η ζ : ℂ) (G : Matrix (Fin d) (Fin d) ℝ) : Matrix (Fin d) (Fin d) ℂ :=
  η • (shear G).map Complex.ofReal
    + (ζ * (G.trace : ℂ)) • (1 : Matrix (Fin d) (Fin d) ℂ)

/-- A rigid velocity field: a uniform translation plus an antisymmetric matrix
applied to the position. -/
def IsRigid (u : (Fin d → ℝ) → (Fin d → ℝ)) : Prop :=
  ∃ (c : Fin d → ℝ) (G : Matrix (Fin d) (Fin d) ℝ), Gᵀ = -G ∧ ∀ x, u x = c + G *ᵥ x

/-- In dimension `d ≥ 1` the trace of the stress is `d ζ Tr(G)`. -/
theorem trace_stress [NeZero d] (η ζ : ℂ) (G : Matrix (Fin d) (Fin d) ℝ) :
    (stress η ζ G).trace = d * ζ * (G.trace : ℂ) := by
  have hd : (d : ℝ) ≠ 0 := Nat.cast_ne_zero.mpr (NeZero.ne d)
  -- the shear tensor is traceless
  have hs : (shear G).trace = 0 := by
    have h2 : 2 / (d : ℝ) * G.trace * d = 2 * G.trace := by field_simp
    rw [shear, trace_sub, trace_add, trace_transpose, trace_smul, trace_one,
      Fintype.card_fin, smul_eq_mul]
    linarith
  have hm : ((shear G).map Complex.ofReal).trace = ((shear G).trace : ℂ) := by
    simp [Matrix.trace]
  rw [stress, trace_add, trace_smul, trace_smul, hm, hs, trace_one, Fintype.card_fin,
    smul_eq_mul, smul_eq_mul, Complex.ofReal_zero]
  ring

/-- For nonzero `η` and `ζ` in dimension `d ≥ 1`, the stress vanishes exactly when the
velocity gradient is antisymmetric. -/
theorem stress_eq_zero_iff [NeZero d] {η ζ : ℂ} (hη : η ≠ 0) (hζ : ζ ≠ 0)
    (G : Matrix (Fin d) (Fin d) ℝ) : stress η ζ G = 0 ↔ Gᵀ = -G := by
  constructor
  · intro h
    -- the trace of the stress isolates the rate of volume change
    have htr : G.trace = 0 := by
      have ht := trace_stress η ζ G
      rw [h, trace_zero] at ht
      have hd : (d : ℂ) ≠ 0 := Nat.cast_ne_zero.mpr (NeZero.ne d)
      have h0 := (mul_eq_zero.mp ht.symm).resolve_left (mul_ne_zero hd hζ)
      exact_mod_cast h0
    ext i j
    have hij := congrFun (congrFun h i) j
    simp [stress, shear, htr, hη] at hij
    have hr : G i j + G j i = 0 := by exact_mod_cast hij
    show G j i = -G i j
    linarith
  · intro h
    have htr : G.trace = 0 := by
      have ht := congrArg Matrix.trace h
      rw [trace_transpose, trace_neg] at ht
      linarith
    have hs : shear G = 0 := by simp [shear, h, htr]
    ext i j
    simp [stress, hs, htr]

/-- The velocity gradient of the affine field `c + G x` is `G` at every point. -/
theorem velocityGradient_affine (c : Fin d → ℝ) (G : Matrix (Fin d) (Fin d) ℝ)
    (x : Fin d → ℝ) : velocityGradient (fun y => c + G *ᵥ y) x = G := by
  have h : HasFDerivAt (fun y => c + G *ᵥ y)
      (LinearMap.toContinuousLinearMap (Matrix.toLin' G)) x :=
    (LinearMap.toContinuousLinearMap (Matrix.toLin' G)).hasFDerivAt.const_add c
  rw [velocityGradient, h.fderiv]
  exact LinearMap.toMatrix'_toLin' G

/-- For nonzero `η` and `ζ` in dimension `d ≥ 1`, the stress of the affine velocity field
`c + G x` at any given point vanishes exactly when `G` is antisymmetric. -/
theorem affine_stress_eq_zero_iff [NeZero d] {η ζ : ℂ} (hη : η ≠ 0) (hζ : ζ ≠ 0)
    (c : Fin d → ℝ) (G : Matrix (Fin d) (Fin d) ℝ) (x : Fin d → ℝ) :
    stress η ζ (velocityGradient (fun y => c + G *ᵥ y) x) = 0 ↔ Gᵀ = -G := by
  rw [velocityGradient_affine]
  exact stress_eq_zero_iff hη hζ G

/-- If a differentiable velocity field has an antisymmetric gradient everywhere, the relative
velocity of any two points is orthogonal to their separation. -/
theorem relative_velocity_orthogonal {u : (Fin d → ℝ) → (Fin d → ℝ)}
    (hu : Differentiable ℝ u)
    (hG : ∀ x, (velocityGradient u x)ᵀ = -velocityGradient u x) (x y : Fin d → ℝ) :
    (u x - u y) ⬝ᵥ (x - y) = 0 := by
  -- an antisymmetric gradient produces no stretching along any direction
  have hq : ∀ z w : Fin d → ℝ, fderiv ℝ u z w ⬝ᵥ w = 0 := by
    intro z w
    have hw : velocityGradient u z *ᵥ w = fderiv ℝ u z w := by
      rw [velocityGradient, ← Matrix.toLin'_apply, Matrix.toLin'_toMatrix']
      rfl
    have h1 : (velocityGradient u z *ᵥ w) ⬝ᵥ w = ((velocityGradient u z)ᵀ *ᵥ w) ⬝ᵥ w := by
      rw [Matrix.mulVec_transpose, ← Matrix.dotProduct_mulVec, dotProduct_comm]
    rw [hG z, Matrix.neg_mulVec, neg_dotProduct, hw] at h1
    linarith
  -- the velocity component along the line from y to x is therefore constant
  have hder : ∀ t : ℝ,
      HasDerivAt (fun t : ℝ => u (y + t • (x - y)) ⬝ᵥ (x - y)) 0 t := by
    intro t
    have hl : HasDerivAt (fun t : ℝ => y + t • (x - y)) (x - y) t := by
      have h := ((hasDerivAt_id t).smul_const (x - y)).const_add y
      rw [one_smul] at h
      exact h
    have hc : HasDerivAt (fun t : ℝ => u (y + t • (x - y)))
        (fderiv ℝ u (y + t • (x - y)) (x - y)) t :=
      (hu _).hasFDerivAt.comp_hasDerivAt t hl
    rw [← hq (y + t • (x - y)) (x - y)]
    unfold dotProduct
    exact HasDerivAt.fun_sum fun i _ => (hasDerivAt_pi.1 hc i).mul_const ((x - y) i)
  have h10 := is_const_of_deriv_eq_zero (fun t => (hder t).differentiableAt)
    (fun t => (hder t).deriv) 1 0
  simp only [one_smul, zero_smul, add_zero, add_sub_cancel] at h10
  rw [sub_dotProduct, h10, sub_self]

/-- A velocity field is rigid if the relative velocity of any two points is orthogonal to
their separation. -/
theorem isRigid_of_orthogonal {u : (Fin d → ℝ) → (Fin d → ℝ)}
    (h : ∀ x y, (u x - u y) ⬝ᵥ (x - y) = 0) : IsRigid u := by
  -- polarisation of the orthogonality relation
  have hp : ∀ x y, (u x - u 0) ⬝ᵥ y + (u y - u 0) ⬝ᵥ x = 0 := by
    intro x y
    have h1 := h x y
    have h2 := h x 0
    have h3 := h y 0
    simp only [sub_dotProduct, dotProduct_sub, sub_zero] at h1 h2 h3 ⊢
    linarith
  have he : ∀ (v : Fin d → ℝ) (i : Fin d), v ⬝ᵥ Pi.single i 1 = v i := by
    intro v i
    simp [dotProduct, Pi.single_apply]
  refine ⟨u 0, Matrix.of fun i j => -(u (Pi.single i 1) - u 0) j, ?_, fun x => ?_⟩
  · ext i j
    have hij := hp (Pi.single i 1) (Pi.single j 1)
    rw [he, he] at hij
    show -(u (Pi.single j 1) - u 0) i = - -(u (Pi.single i 1) - u 0) j
    linarith
  · ext i
    have hi := hp x (Pi.single i 1)
    rw [he, Pi.sub_apply] at hi
    show u x i = u 0 i + (-(u (Pi.single i 1) - u 0)) ⬝ᵥ x
    rw [neg_dotProduct]
    linarith

/-- For nonzero `η` and `ζ` in dimension `d ≥ 1`, the viscoelastic stress of a differentiable
velocity field vanishes everywhere exactly when the field is rigid. -/
theorem stress_vanishes_iff_isRigid [NeZero d] {η ζ : ℂ} (hη : η ≠ 0) (hζ : ζ ≠ 0)
    {u : (Fin d → ℝ) → (Fin d → ℝ)} (hu : Differentiable ℝ u) :
    (∀ x, stress η ζ (velocityGradient u x) = 0) ↔ IsRigid u := by
  constructor
  · intro h
    exact isRigid_of_orthogonal
      (relative_velocity_orthogonal hu fun x => (stress_eq_zero_iff hη hζ _).1 (h x))
  · rintro ⟨c, G, hG, h⟩ x
    have hf : u = fun y => c + G *ᵥ y := funext h
    rw [hf]
    exact (affine_stress_eq_zero_iff hη hζ c G x).2 hG

/-- In dimension `d ≥ 1` the uniform dilation `G = I` has stress `ζ d I`,
whatever the value of `η`. -/
theorem stress_dilation [NeZero d] (η ζ : ℂ) :
    stress η ζ (1 : Matrix (Fin d) (Fin d) ℝ) = (ζ * d) • 1 := by
  have hd : (d : ℝ) ≠ 0 := Nat.cast_ne_zero.mpr (NeZero.ne d)
  have h2 : 2 / (d : ℝ) * d = 2 := by field_simp
  have hs : shear (1 : Matrix (Fin d) (Fin d) ℝ) = 0 := by
    rw [shear, transpose_one, trace_one, Fintype.card_fin, h2, two_smul, sub_self]
  ext i j
  simp [stress, hs]

/-- The planar pure strain with `G₁₂ = G₂₁ = 1` and zero diagonal has off-diagonal stress `2η`
and zero diagonal stress, whatever the value of `ζ`. -/
theorem stress_planar_strain (η ζ : ℂ) :
    stress η ζ !![0, 1; 1, 0] = !![0, 2 * η; 2 * η, 0] := by
  ext i j
  fin_cases i <;> fin_cases j <;> simp [stress, shear, Matrix.trace_fin_two] <;> ring

end

end ViscoelasticStress
```

```lean
#print axioms ViscoelasticStress.stress_vanishes_iff_isRigid
#print axioms ViscoelasticStress.stress_dilation
#print axioms ViscoelasticStress.stress_planar_strain
```

```
'ViscoelasticStress.stress_vanishes_iff_isRigid' depends on axioms: [propext, Classical.choice, Quot.sound]
'ViscoelasticStress.stress_dilation' depends on axioms: [propext, Classical.choice, Quot.sound]
'ViscoelasticStress.stress_planar_strain' depends on axioms: [propext, Classical.choice, Quot.sound]
```

## The algebra at one point

`trace_stress` establishes $\mathrm{Tr}\,\sigma=d\,\zeta\,\mathrm{Tr}\,G$. Its intermediate result `hs` is the tracelessness of the shear tensor, where `field_simp` cancels the dimension $d$ against the $2/d$.

`stress_eq_zero_iff` then treats the two directions separately. In the forward direction, the trace identity and `hζ` give `htr`, the vanishing of $\mathrm{Tr}\,G$. The proof next looks at a single entry of the stress. There `simp` uses `htr` and `hη` to remove the volume term and the factor $\eta$, and `exact_mod_cast` turns the remaining complex equation into the real equation $G_{ij}+G_{ji}=0$. The reverse direction takes the trace of $G^T=-G$, as in the derivation above.

`velocityGradient_affine` computes the derivative of $c+Gx$ and recovers $G$. Rewriting with it reduces `affine_stress_eq_zero_iff` to the matrix result.

## The passage from one point to all of space

`relative_velocity_orthogonal` carries out the argument along a line. The step `hq` is the absence of stretching, $w\cdot G(z)w=0$, and `hder` is the chain-rule computation of $f'(t)=0$. The lemma `is_const_of_deriv_eq_zero`, applied at the parameters 1 and 0, supplies $f(1)=f(0)$.

`isRigid_of_orthogonal` needs no derivatives. It starts from the orthogonality relation alone, and `hp` is its polarised form. The `refine` line provides the witnesses: `u 0` for the translation, and the matrix with entries $-v_j(e_i)$ for the rotation. The two remaining goals are antisymmetry and the formula for $u$, and each follows from `hp` with unit vectors inserted.

`stress_vanishes_iff_isRigid` joins these results. Zero stress gives an antisymmetric gradient at each point, then orthogonal relative velocities, then rigidity. In the other direction, the field is replaced by its affine formula and the affine theorem applies.

## What each coefficient detects

Two explicit stresses show the roles of the hypotheses. By `stress_dilation`, the uniform dilation $G=I$ has stress $\zeta d\,I$ for every $\eta$. If $\zeta$ were zero, this expansion would be stress-free although $I$ is not antisymmetric.

By `stress_planar_strain`, the planar strain

$$G=\begin{pmatrix}0&1\\1&0\end{pmatrix}\quad\text{has}\quad\sigma=\begin{pmatrix}0&2\eta\\2\eta&0\end{pmatrix}$$

for every $\zeta$. If $\eta$ were zero, this change of shape would go unnoticed. In one dimension there is no shape to change: the shear tensor is identically zero, so the stress is $\zeta G$ and the condition $\eta\neq0$ is not needed.
